# A matrix product operator applied to a matrix product state on a ring is a matrix product state on the product bond space

A: Take a ring of $N$ sites, a matrix product operator (MPO) with site matrices $W_i^{(s,t)}$ and a matrix product state (MPS) with site matrices $A_i^t$, both closed by a trace. The operator applied to the state is exactly the MPS with site matrices $\sum_t W_i^{(s,t)}\otimes A_i^t$. If the operator has bond dimension $|a|$ and the state $|b|$, the new matrices have size $|a||b|$. This holds for every $N$. On two sites there is an explicit operator and state for which no trace-closed MPS of smaller bond dimension gives the same result.

Q: Before I look at any code, show me why it is true.

A: Let $t=(t_0,\dots,t_{N-1})$ be an input configuration and $s$ an output configuration. The amplitudes of the state and the matrix elements of the operator are
$$\psi(t)=\operatorname{tr}\big(A_0^{t_0}\cdots A_{N-1}^{t_{N-1}}\big),\qquad O(s,t)=\operatorname{tr}\big(W_0^{(s_0,t_0)}\cdots W_{N-1}^{(s_{N-1},t_{N-1})}\big).$$
Applying the operator means forming $\sum_t O(s,t)\,\psi(t)$. Three identities are enough.

First, $\operatorname{tr}X\,\operatorname{tr}Y=\sum_{\alpha,\beta}X_{\alpha\alpha}Y_{\beta\beta}=\operatorname{tr}(X\otimes Y)$, so each term is the trace of one Kronecker product of two long products.

Second, $(X\otimes Y)(X'\otimes Y')=XX'\otimes YY'$, because the sum over the intermediate pair of indices splits into two separate sums. Used site by site, this gives
$$O(s,t)\,\psi(t)=\operatorname{tr}\prod_{i=0}^{N-1}\big(W_i^{(s_i,t_i)}\otimes A_i^{t_i}\big),$$
with the product ordered from site $0$ onwards.

Third, the factor at site $i$ depends only on $t_i$, so the sum over configurations distributes over the ordered product:
$$\sum_t O(s,t)\,\psi(t)=\operatorname{tr}\prod_{i=0}^{N-1}\Big(\sum_{t_i}W_i^{(s_i,t_i)}\otimes A_i^{t_i}\Big).$$
The right-hand side is the amplitude at $s$ of the claimed MPS.

Q: I accept that. My doubt is whether the formal version speaks about the same objects. What is a bond index there?

A: An element of a finite type. The types `a`, `b` and `c` label bond spaces, and `p` and `q` label local basis states. A bond dimension is the number of elements of its type.

```lean
import Mathlib

open Matrix
open scoped Kronecker

namespace MatrixProductOperator

noncomputable section

variable {a b c m p q : Type*} [Fintype a] [DecidableEq a] [Fintype b] [DecidableEq b]
  [Fintype c] [DecidableEq c] [Fintype m] [DecidableEq m] [Fintype q] {N : ℕ}
```

Q: And the ordered product?

A: `Fin N` is the set of sites $0,\dots,N-1$. The site matrices are listed in that order and multiplied from left to right.

```lean
/-- The ordered product of the bond matrices along a chain of `N` sites. -/
def chain (M : Fin N → Matrix a a ℂ) : Matrix a a ℂ := (List.ofFn M).prod
```

Q: Where is the Hilbert space? I see no kets.

A: A state is represented by its amplitudes in the product basis, as a function from configurations `Fin N → p` to $\mathbb{C}$. For finite `p` these are the components of a vector in the $N$-fold tensor product of the local spaces. No inner product or normalisation enters, and none is needed for a linear identity.

```lean
/-- The amplitudes of the matrix product state with site matrices `A i t`, closed by a trace. -/
def mps (A : Fin N → p → Matrix b b ℂ) : (Fin N → p) → ℂ :=
  fun t => (chain fun i => A i (t i)).trace
```

Q: Which index of $W$ is the input? If the two were exchanged, you would have proved something about the transpose.

A: The first is the output and the second the input. The operator is a matrix with rows labelled by output configurations and columns by input configurations. The two local spaces may differ, and every site may have its own tensor, so translation invariance is not assumed.

```lean
/-- The matrix product operator with site matrices `W i s t`, closed by a trace, as a matrix
from input configurations `t` to output configurations `s`. -/
def mpo {r : Type*} (W : Fin N → p → r → Matrix a a ℂ) :
    Matrix (Fin N → p) (Fin N → r) ℂ :=
  Matrix.of fun s t => (chain fun i => W i (s i) (t i)).trace
```

The contraction at one site is the expression you would draw as two tensors joined by their physical leg. Its bond index is a pair, which is where the multiplication of dimensions becomes visible.

```lean
/-- The local contraction `∑ t, W^(s,t) ⊗ A^t` of an operator tensor with a state tensor. -/
def applySite (W : p → q → Matrix a a ℂ) (A : q → Matrix b b ℂ) (s : p) :
    Matrix (a × b) (a × b) ℂ :=
  ∑ t, W s t ⊗ₖ A t
```

Q: Now the proof. How does it treat arbitrary $N$?

A: By induction on the number of sites, removing site $0$ each time. The lemma that permits this says that the ordered product on $N+1$ sites is the first matrix times the ordered product of the rest.

```lean
/-- The first site matrix can be split off from the ordered product. -/
theorem chain_succ (M : Fin (N + 1) → Matrix a a ℂ) :
    chain M = M 0 * chain (fun i => M i.succ) := by
  simp [chain, List.ofFn_succ]
```

The third identity comes next in the file.

```lean
/-- An ordered product of local sums is the sum, over all configurations of the chain, of the
ordered products. -/
theorem chain_sum (F : Fin N → q → Matrix a a ℂ) :
    chain (fun i => ∑ t, F i t) = ∑ t : Fin N → q, chain (fun i => F i (t i)) := by
  induction N with
  | zero => simp [chain]
  | succ n ih =>
    -- a configuration of n + 1 sites is a first site and a configuration of the rest
    rw [chain_succ, ih (fun i => F i.succ), Finset.sum_mul_sum,
      ← (Fin.consEquiv (fun _ : Fin (n + 1) => q)).sum_comp, Fintype.sum_prod_type]
    refine Finset.sum_congr rfl fun x _ => Finset.sum_congr rfl fun t _ => ?_
    rw [chain_succ]
    rfl
```

Q: That is the step I always wave through. What does Lean need there?

A: The whole proof turns on one device, `Fin.consEquiv`. After the induction hypothesis and `Finset.sum_mul_sum`, the left-hand side is a double sum, over a value $x$ at site $0$ and a configuration of the remaining $n$ sites. The right-hand side is a single sum over configurations of $n+1$ sites. To a physicist these are the same sum, but in Lean a pair and a function on `Fin (n + 1)` are objects of different types.

`Fin.consEquiv` is the bijection between them: it takes the pair and puts $x$ in front of the shorter configuration. Its `sum_comp` lemma says that summing over one side of a bijection equals summing over the other. Used from right to left, it turns the sum over long configurations into a sum over pairs, and `Fintype.sum_prod_type` makes that a double sum. The two sides can then be compared term by term. The closing `rfl` succeeds because the extended configuration evaluates to $x$ at site $0$ and to the old configuration at every later site.

Q: And the second identity?

A: It is the same induction without the sum. `Matrix.mul_kronecker_mul` is the mixed-product rule, applied once per site.

```lean
/-- The ordered product of Kronecker products is the Kronecker product of the two ordered
products. -/
theorem chain_kronecker (M : Fin N → Matrix a a ℂ) (B : Fin N → Matrix b b ℂ) :
    chain (fun i => M i ⊗ₖ B i) = chain M ⊗ₖ chain B := by
  induction N with
  | zero => simp [chain]
  | succ n ih =>
    rw [chain_succ, ih (fun i => M i.succ) (fun i => B i.succ), chain_succ M, chain_succ B,
      Matrix.mul_kronecker_mul]
```

Q: Then read me the main theorem in words.

A: For all families of operator tensors `W` and state tensors `A`, the matrix `mpo W` times the vector `mps A` equals the MPS built from the contracted site tensors. The symbol `*ᵥ` is ordinary matrix-vector multiplication, so the left-hand side is the full sum over input configurations and was not defined in a way that makes the result automatic.

```lean
/-- Applying a matrix product operator to a matrix product state gives the matrix product state
with site matrices `∑ t, W^(s,t) ⊗ A^t`, whose bond space is the product of the two bond spaces,
for every number of sites. -/
theorem mpo_mulVec_mps (W : Fin N → p → q → Matrix a a ℂ) (A : Fin N → q → Matrix b b ℂ) :
    mpo W *ᵥ mps A = mps (fun i => applySite (W i) (A i)) := by
  funext s
  change ∑ t : Fin N → q, (chain fun i => W i (s i) (t i)).trace *
      (chain fun i => A i (t i)).trace =
    (chain fun i => ∑ t, W i (s i) t ⊗ₖ A i t).trace
  rw [chain_sum (fun i t => W i (s i) t ⊗ₖ A i t), Matrix.trace_sum]
  refine Finset.sum_congr rfl fun t _ => ?_
  -- for a fixed input configuration the two layers decouple
  rw [chain_kronecker (fun i => W i (s i) (t i)) (fun i => A i (t i)), Matrix.trace_kronecker]
```

The proof fixes an output configuration `s`, and `change` writes both sides out as traces. `chain_sum` pulls the local sums out of the ordered product, and the trace passes through the sum. For each input configuration, `chain_kronecker` separates the two layers and `Matrix.trace_kronecker` factorises the trace. This is my derivation read from the last line to the first.

Q: Does it survive $N=0$?

A: Yes. The empty product is the identity matrix, so the operator is the number $|a|$, the state is the number $|b|$, and the claimed result is $|a||b|$. There is exactly one empty configuration to sum over.

Q: What about multiplying two operators, say to build $H^2$ from an MPO for $H$?

A: Fix an input configuration `u` of the second operator. That column is an MPS with site matrices $W_i^{(t,u_i)}$, so the main theorem applies to it. Doing this for every column gives the product rule for operators, with bond dimensions multiplied again.

```lean
/-- The product of two matrix product operators is the matrix product operator with site
matrices `∑ t, V^(s,t) ⊗ W^(t,u)`. -/
theorem mpo_mul_mpo {r : Type*} (V : Fin N → p → q → Matrix a a ℂ)
    (W : Fin N → q → r → Matrix b b ℂ) :
    mpo V * mpo W = mpo (fun i s u => ∑ t, V i s t ⊗ₖ W i t u) := by
  ext s u
  -- each column of the second operator is a matrix product state
  exact congrFun (mpo_mulVec_mps V (fun i t => W i t (u i))) s
```

Q: So far the product dimension is only an upper bound. The result might always fit into a smaller bond.

A: It often does, as when the operator is the identity written with a needlessly large bond. The example shows that there is no better bound in terms of $|a|$ and $|b|$ alone. It starts from a state whose physical index is a pair $(i,j)$ of elements of a set $m$ and whose site matrix is the matrix unit $E_{ij}$, with a single $1$ in row $i$, column $j$.

```lean
/-- The state tensor whose physical index is a pair of bond indices and whose site matrices are
the matrix units. -/
def pairSite (s : m × m) : Matrix m m ℂ := Matrix.single s.1 s.2 1
```

On two sites its amplitude is $\operatorname{tr}(E_{ij}E_{kl})=\delta_{jk}\delta_{il}$. For nonempty $m$ this vector has norm $|m|$, so the normalised amplitudes are $\delta_{jk}\delta_{il}/|m|$. For $|m|\ge2$ it is a maximally entangled state of two sites with $|m|^2$ levels each; for $|m|=1$ each site has a single level and there is no entanglement.

The operator takes such a state on `b`, keeps the incoming pair and adjoins a pair of `a` indices with a matrix unit on its own bond.

```lean
/-- The operator tensor that keeps the incoming pair of `b` indices and adjoins a pair of `a`
indices, with a matrix unit on the bond. -/
def growSite (s : (a × b) × (a × b)) (t : b × b) : Matrix a a ℂ :=
  if t = (s.1.2, s.2.2) then Matrix.single s.1.1 s.2.1 1 else 0
```

Q: Your operator enlarges the local space. Is that fair?

A: It is a linear map between different spaces, which the definition of `mpo` allows. On two sites, with $a$ nonempty and after division by $|a|$, it is an isometry that attaches a normalised pair of ancillas, which is entangled when $|a|\ge2$. The change of space is not essential. For nonempty $a$, fix an element $i_0$ of $a$, identify each incoming pair $(k,l)$ with $((i_0,k),(i_0,l))$, and set the state and operator tensors to zero on all other inputs. The operator then acts within one local space of $|a|^2|b|^2$ levels, with the same bond dimensions and the same output. This variant is not formalised here, and smaller local spaces are not treated.

The contraction is short. For output $((i,k),(j,l))$ only the input $(k,l)$ contributes, and it gives $E_{ij}\otimes E_{kl}=E_{(i,k),(j,l)}$. That is the matrix-unit tensor on the set of pairs $a\times b$. In Lean, `Finset.sum_eq_single` selects the one surviving term, and the rest compares entries.

```lean
omit [Fintype a] in
/-- Contracting the growing operator tensor with the matrix-unit tensor on `b` gives the
matrix-unit tensor on `a × b`. -/
theorem applySite_growSite :
    applySite (growSite (a := a) (b := b)) pairSite = pairSite (m := a × b) := by
  funext s
  obtain ⟨⟨i, k⟩, ⟨j, l⟩⟩ := s
  unfold applySite
  rw [Finset.sum_eq_single (k, l)]
  · ext ⟨i', k'⟩ ⟨j', l'⟩
    simp only [growSite, pairSite, if_true, Matrix.kroneckerMap_apply, Matrix.single_apply,
      Prod.mk.injEq]
    split_ifs <;> simp_all
  · intro t _ ht
    simp [growSite, ht]
  · intro h
    exact absurd (Finset.mem_univ _) h
```

Q: And why can't a cleverer MPS represent that state with smaller matrices?

A: Because of a rank count. Suppose site matrices $B_0^s$ and $B_1^t$ with bond space $c$ reproduce the matrix-unit state on $m$. The amplitude at $(s,t)$ is
$$\sum_{x,y\in c}(B_0^s)_{xy}(B_1^t)_{yx},$$
a matrix product through the $|c|^2$ pairs $(x,y)$. As a matrix in $s$ and $t$ it therefore has rank at most $|c|^2$. For the matrix-unit state this matrix becomes the identity of size $|m|^2$ once the two entries of $t$ are swapped in the column label. Hence $|m|^2\le|c|^2$ and $|m|\le|c|$. The squares appear because cutting a two-site ring into its two sites cuts two bonds.

```lean
/-- Any two-site matrix product state with the amplitudes of the matrix-unit state on `m` has
bond dimension at least that of `m`. -/
theorem card_le_of_mps_eq_pair (B : Fin 2 → m × m → Matrix c c ℂ)
    (h : mps B = mps (fun _ : Fin 2 => pairSite (m := m))) :
    Fintype.card m ≤ Fintype.card c := by
  let L : Matrix (m × m) (c × c) ℂ := Matrix.of fun s x => B 0 s x.1 x.2
  let R : Matrix (c × c) (m × m) ℂ := Matrix.of fun x t => B 1 t.swap x.2 x.1
  -- the amplitudes form an identity matrix that factors through pairs of bond indices
  have hLR : L * R = 1 := by
    ext s t
    have h1 : (B 0 s * B 1 t.swap).trace = (pairSite s * pairSite t.swap).trace := by
      have h2 := congrFun h ![s, t.swap]
      simpa [mps, chain, List.ofFn_succ] using h2
    have h3 : (L * R) s t = (B 0 s * B 1 t.swap).trace := by
      simp [L, R, Matrix.mul_apply, Matrix.trace, Fintype.sum_prod_type]
    rw [h3, h1]
    obtain ⟨i, j⟩ := s
    obtain ⟨k, l⟩ := t
    by_cases hj : j = l
    · subst hj
      by_cases hi : i = k
      · subst hi
        simp [pairSite]
      · simp [pairSite, hi]
    · simp [pairSite, hj]
  have hr : (L * R).rank ≤ Fintype.card (c × c) :=
    (Matrix.rank_mul_le_left L R).trans (Matrix.rank_le_card_width L)
  rw [hLR, Matrix.rank_one, Fintype.card_prod, Fintype.card_prod] at hr
  by_contra hlt
  have hlt' : Fintype.card c < Fintype.card m := not_le.mp hlt
  nlinarith
```

In the code `L` and `R` are the two factors, and `t.swap` is the relabelling of columns. The statement `hLR` says that their product is the identity, `hr` bounds the rank, and `nlinarith` passes from the squares to the dimensions.

Setting $m=a\times b$ gives the sharpness theorem. The main theorem and `applySite_growSite` first rewrite the operator applied to the state as the matrix-unit state on $a\times b$, and the rank count does the rest. The competing tensors `B` may differ between the two sites.

```lean
/-- The product of bond dimensions is sharp: on two sites, every matrix product state equal to
the growing operator applied to the matrix-unit state has bond dimension at least the product
of the bond dimensions of operator and state. -/
theorem bond_dimension_sharp (B : Fin 2 → (a × b) × (a × b) → Matrix c c ℂ)
    (h : mps B = mpo (fun _ : Fin 2 => growSite (a := a) (b := b)) *ᵥ
      mps (fun _ : Fin 2 => pairSite (m := b))) :
    Fintype.card a * Fintype.card b ≤ Fintype.card c := by
  rw [mpo_mulVec_mps, applySite_growSite] at h
  rw [← Fintype.card_prod]
  exact card_le_of_mps_eq_pair B h

end

end MatrixProductOperator
```

```lean
#print axioms MatrixProductOperator.mpo_mul_mpo
#print axioms MatrixProductOperator.bond_dimension_sharp
```

```
'MatrixProductOperator.mpo_mul_mpo' depends on axioms: [propext, Classical.choice, Quot.sound]
'MatrixProductOperator.bond_dimension_sharp' depends on axioms: [propext, Classical.choice, Quot.sound]
```

Q: What should I not read into this?

A: Each tensor network here has a single bond space all the way round the ring, the bond spaces are finite, and the lower bound concerns two sites only. Nothing is said about truncation or its error. Open chains are not treated separately, although for $N\ge1$ the boundary vectors can be absorbed into the last site matrix, since $v^{T}Xw=\operatorname{tr}(Xwv^{T})$.

Q: And where would I meet it in a simulation?

A: When an MPO is applied to an MPS by contracting the tensors site by site without compression, for instance in a time step of a finite ring. If this is repeated $k$ times with an operator of bond dimension $|a|$ that maps the local space to itself, the site matrices have size $|a|^k|b|$. The construction does not look for a smaller representation, even where one exists.
